# For slabs with exponentially small size effects, a wrong fixed bulk energy makes the surface excess diverge, while the excess computed from the last-layer increment tends to twice the surface energy

To obtain a surface energy from a slab calculation, one subtracts the energy of the same amount of bulk material from the total energy of the slab and divides the remainder between the two faces. The bulk energy per layer can be taken from a separate bulk cell or from the slabs themselves, for example as the energy change when one more layer is added, or as the slope of a straight-line fit to the total energies. A separate bulk cell usually has a different shape and a different k-point mesh, so its energy per layer can differ slightly from the one that the slabs approach. A mismatch of 1 meV per layer shifts the excess energy of a 20-layer slab by 20 meV, and thicker slabs make it worse.

The problems below treat this in a model where the energy of a slab of \(N\) layers is

\[
E(N) = N e + 2g + d_N, \qquad |d_N| \le C r^N, \qquad 0 \le r < 1 .
\]

Here \(e\) is the bulk energy per layer and \(g\) is the surface energy of one face, both per surface unit cell. If the faces differ, \(2g\) stands for the sum of their energies. The term \(d_N\) collects the remaining thickness dependence, such as the interaction of the two faces through the film. Its exponential bound, with constants \(C\) and \(r\), is assumed and not derived from an electronic-structure model. It fails for size effects that decay as a power of the thickness.

In Lean, `slabEnergy e g d` is the function \(E\), with real parameters and a sequence `d : ℕ → ℝ`.

```lean
import Mathlib

open Filter Topology

namespace SlabSurfaceEnergy

noncomputable section

/-- Energy of a slab of `N` layers: bulk energy `e` per layer, surface energy `g` for each of
the two faces, and a finite-size term `d N`. -/
def slabEnergy (e g : ℝ) (d : ℕ → ℝ) (N : ℕ) : ℝ := N * e + 2 * g + d N
```

Two excess energies are compared. The first uses a fixed bulk energy \(e'\):

\[
S(N) = E(N) - N e' .
\]

```lean
/-- Excess energy of the slab of `N` layers relative to `N` layers of a fixed bulk energy `e'`. -/
def surfaceExcess (E : ℕ → ℝ) (e' : ℝ) (N : ℕ) : ℝ := E N - N * e'
```

The second takes the bulk energy from the last added layer. To avoid subtraction below zero in the natural numbers, the index \(N\) refers to the slab of \(N+1\) layers:

\[
I(N) = E(N+1) - (N+1)\,\bigl(E(N+1)-E(N)\bigr).
\]

This is the familiar expression \(E(n) - n\,(E(n)-E(n-1))\) at \(n = N+1\). With total energies stored by layer number, a script computes the surface energy per face as `(E[n] - n*(E[n] - E[n-1]))/2`, and divides by the area of the surface cell if an energy per area is wanted.

```lean
/-- Excess energy of the slab of `N + 1` layers when the bulk energy is the energy gained
by adding the last layer. -/
def incrementalExcess (E : ℕ → ℝ) (N : ℕ) : ℝ :=
  E (N + 1) - ((N : ℝ) + 1) * (E (N + 1) - E N)
```

The hypothesis `hd` includes \(N=0\), where there is no physical slab. For data that start at one layer, one may set \(d_0 = 0\) and take \(C \ge 0\).

## (a) A mismatch costs at least a linear amount

**Task.** Show that for every \(e'\) and every \(N\),

\[
|S(N)| \ge N|e-e'| - (2|g| + C).
\]

**Solution.** Inserting the model gives \(S(N) = N(e-e') + 2g + d_N\). Isolate the linear term and apply the triangle inequality twice:

\[
N|e-e'| = |S(N) - (2g + d_N)| \le |S(N)| + 2|g| + |d_N| .
\]

At \(N=0\) the assumed bound reads \(|d_0| \le C\), so \(C \ge 0\). Since \(0 \le r < 1\), also \(r^N \le 1\), and therefore \(|d_N| \le C r^N \le C\). Rearranging gives the claim.

In the Lean proof, `hC` and `hdN` are the two facts about \(C\) and \(d_N\), and `h1` isolates the linear term. The triangle inequalities are `h2` and `h3`, stated for norms and then rewritten as absolute values; `linarith` does the rearrangement.

```lean
/-- For exponentially bounded finite-size terms, the excess energy relative to a bulk energy `e'`
is, in absolute value, at least `N |e - e'|` minus a constant independent of the thickness. -/
theorem surfaceExcess_lower_bound {e g C r : ℝ} {d : ℕ → ℝ} (hr0 : 0 ≤ r) (hr1 : r < 1)
    (hd : ∀ N, |d N| ≤ C * r ^ N) (e' : ℝ) (N : ℕ) :
    (N : ℝ) * |e - e'| + -(2 * |g| + C) ≤ |surfaceExcess (slabEnergy e g d) e' N| := by
  have hC : 0 ≤ C := by
    have h := (abs_nonneg _).trans (hd 0)
    rwa [pow_zero, mul_one] at h
  have hdN : |d N| ≤ C :=
    (hd N).trans (mul_le_of_le_one_right hC (pow_le_one₀ hr0 hr1.le))
  -- isolate the term linear in the thickness
  have h1 : (N : ℝ) * |e - e'| =
      |surfaceExcess (slabEnergy e g d) e' N - (2 * g + d N)| := by
    have h : surfaceExcess (slabEnergy e g d) e' N - (2 * g + d N) = (N : ℝ) * (e - e') := by
      simp only [surfaceExcess, slabEnergy]
      ring
    rw [h, abs_mul, Nat.abs_cast]
  have h2 := norm_sub_le (surfaceExcess (slabEnergy e g d) e' N) (2 * g + d N)
  have h3 := norm_add_le (2 * g) (d N)
  have h4 : |2 * g| = 2 * |g| := by rw [abs_mul, abs_two]
  simp only [Real.norm_eq_abs] at h2 h3
  linarith
```

## (b) Every wrong fixed bulk energy gives a divergent excess

**Task.** Let \(e' \ne e\). Show that \(|S(N)| \to \infty\) as \(N \to \infty\).

**Solution.** Now \(|e-e'| > 0\), so \(N|e-e'|\) grows without bound. Subtracting the constant \(2|g|+C\) does not change this, and by (a) the result is a lower bound for \(|S(N)|\).

The Lean conclusion `Tendsto ... atTop atTop` says that for any threshold, \(|S(N)|\) stays above it from some thickness on. The linear growth is `hlin`, and `tendsto_atTop_mono` transfers divergence from the lower bound to \(|S(N)|\).

```lean
/-- If the finite-size terms are exponentially bounded and the fixed bulk energy `e'` differs from
`e`, the absolute value of the excess energy tends to infinity with the slab thickness. -/
theorem surfaceExcess_diverges {e g C r : ℝ} {d : ℕ → ℝ} (hr0 : 0 ≤ r) (hr1 : r < 1)
    (hd : ∀ N, |d N| ≤ C * r ^ N) {e' : ℝ} (he : e' ≠ e) :
    Tendsto (fun N => |surfaceExcess (slabEnergy e g d) e' N|) atTop atTop := by
  have hpos : 0 < |e - e'| := abs_pos.mpr (sub_ne_zero.mpr he.symm)
  have hlin : Tendsto (fun N : ℕ => (N : ℝ) * |e - e'|) atTop atTop :=
    tendsto_natCast_atTop_atTop.atTop_mul_const hpos
  exact tendsto_atTop_mono (surfaceExcess_lower_bound hr0 hr1 hd e')
    (tendsto_atTop_add_const_right _ (-(2 * |g| + C)) hlin)
```

## (c) An error bound for the excess computed from the last-layer increment

**Task.** Show that for every \(N\),

\[
|I(N) - 2g| \le C(2N+1)r^N .
\]

**Solution.** The energy of the added layer is \(E(N+1)-E(N) = e + d_{N+1} - d_N\). Hence

\[
\begin{aligned}
I(N) &= (N+1)e + 2g + d_{N+1} - (N+1)(e + d_{N+1} - d_N)\\
&= 2g + (N+1)d_N - N d_{N+1}.
\end{aligned}
\]

The bulk energy has cancelled. Write \(B = C r^N\). Then \(B \ge |d_N| \ge 0\), and because \(r < 1\),

\[
|d_{N+1}| \le C r^{N+1} = B r \le B .
\]

It follows that

\[
|I(N)-2g| \le (N+1)|d_N| + N|d_{N+1}| \le (2N+1)B .
\]

The identity for the error is `hid` in the Lean proof, and `hnext` bounds the next size term. Instead of the triangle inequality, the code splits each absolute value into a lower and an upper bound, multiplies these by \(N+1\) or \(N\), and adds them with `linarith`. The condition \(r \ge 0\) is not among the hypotheses, because the argument uses only \(B \ge 0\) and \(r < 1\).

The same identity shows what happens to numerical noise in the total energies: it enters \(I(N)\) with the factors \(N+1\) and \(N\). In a real series of slabs, noise that does not shrink with thickness violates the assumed bound on \(d_N\) and can spoil the estimate for thick slabs.

```lean
/-- If `|d N| ≤ C * r ^ N` for all `N`, with `r < 1`, then for the slab of `N + 1` layers the
incremental excess energy differs from `2 g` by at most `C (2 N + 1) r ^ N`. -/
theorem incrementalExcess_error {e g C r : ℝ} {d : ℕ → ℝ} (hr1 : r < 1)
    (hd : ∀ N, |d N| ≤ C * r ^ N) (N : ℕ) :
    |incrementalExcess (slabEnergy e g d) N - 2 * g| ≤ C * (2 * N + 1) * r ^ N := by
  -- the bulk energy cancels and only finite-size terms remain
  have hid : incrementalExcess (slabEnergy e g d) N - 2 * g =
      ((N : ℝ) + 1) * d N - N * d (N + 1) := by
    simp only [incrementalExcess, slabEnergy]
    push_cast
    ring
  have hB : 0 ≤ C * r ^ N := (abs_nonneg _).trans (hd N)
  have hnext : |d (N + 1)| ≤ C * r ^ N := by
    calc |d (N + 1)| ≤ C * r ^ (N + 1) := hd (N + 1)
      _ = C * r ^ N * r := by ring
      _ ≤ C * r ^ N := mul_le_of_le_one_right hB hr1.le
  have hN : (0 : ℝ) ≤ N := Nat.cast_nonneg N
  have hN1 : (0 : ℝ) ≤ (N : ℝ) + 1 := by linarith
  obtain ⟨a1, a2⟩ := abs_le.mp (hd N)
  obtain ⟨b1, b2⟩ := abs_le.mp hnext
  have p1 := mul_le_mul_of_nonneg_left a1 hN1
  have p2 := mul_le_mul_of_nonneg_left a2 hN1
  have q1 := mul_le_mul_of_nonneg_left b1 hN
  have q2 := mul_le_mul_of_nonneg_left b2 hN
  rw [hid]
  exact abs_le.mpr ⟨by linarith, by linarith⟩
```

## (d) The two ways of choosing the bulk energy compared

**Task.** Show that \(|S(N)| \to \infty\) for every fixed \(e' \ne e\), whereas \(I(N) \to 2g\).

**Solution.** The first statement is (b). For the second, write the bound from (c) as

\[
C(2N+1)r^N = C\,(2N r^N + r^N).
\]

If \(r = 0\), then \(N r^N = 0\) for every \(N\), and \(r^N = 0\) for \(N \ge 1\). If \(0 < r < 1\), the ratio of successive terms of \(N r^N\) is \(r(N+1)/N\), which tends to \(r < 1\). From some \(N\) on, each term is therefore smaller than the previous one by at least a fixed factor below 1, so \(N r^N \to 0\). Also \(r^N \to 0\). The error bound vanishes, and \(I(N) \to 2g\).

The Lean statement joins the two claims with `∧`. Its second half, `Tendsto ... atTop (𝓝 (2 * g))`, is ordinary convergence to \(2g\). The limit of \(N r^N\) comes from `tendsto_self_mul_const_pow_of_lt_one`, and `squeeze_zero` traps the error between zero and the vanishing bound.

```lean
/-- For slabs with exponentially bounded finite-size terms, the excess energy diverges in absolute
value for every fixed bulk energy other than `e`, whereas the incremental excess energy tends
to twice the surface energy. -/
theorem fixed_diverges_and_incremental_converges {e g C r : ℝ} {d : ℕ → ℝ}
    (hr0 : 0 ≤ r) (hr1 : r < 1) (hd : ∀ N, |d N| ≤ C * r ^ N) :
    (∀ e', e' ≠ e →
      Tendsto (fun N => |surfaceExcess (slabEnergy e g d) e' N|) atTop atTop) ∧
    Tendsto (incrementalExcess (slabEnergy e g d)) atTop (𝓝 (2 * g)) := by
  refine ⟨fun e' he => surfaceExcess_diverges hr0 hr1 hd he, ?_⟩
  -- exponential decay beats the factor given by the number of layers
  have hlim := (((tendsto_self_mul_const_pow_of_lt_one hr0 hr1).const_mul 2).add
    (tendsto_pow_atTop_nhds_zero_of_lt_one hr0 hr1)).const_mul C
  rw [show C * (2 * 0 + 0) = (0 : ℝ) by ring] at hlim
  rw [tendsto_iff_norm_sub_tendsto_zero]
  refine squeeze_zero (fun _ => norm_nonneg _) (fun N => ?_) hlim
  rw [Real.norm_eq_abs]
  exact (incrementalExcess_error hr1 hd N).trans_eq (by ring)
```

## (e) When a fixed bulk energy gives a finite limit

**Task.** Show that \(S(N)\) converges to a real number \(L\) exactly when \(e' = e\) and \(L = 2g\).

**Solution.** If \(e' = e\), then \(S(N) - 2g = d_N\), which tends to zero because \(|d_N| \le C r^N\). So \(S(N) \to 2g\).

Conversely, suppose \(S(N) \to L\). Then \(|S(N)| \to |L|\), which is finite. By (b) this rules out \(e' \ne e\). With \(e' = e\), the first half gives \(S(N) \to 2g\), and since limits are unique, \(L = 2g\).

Within this model, a fixed-reference excess that settles to a limit thus has the correct bulk energy and yields the correct surface energy. This concerns the limit of infinite thickness: over a few layers, a small mismatch can look like convergence.

In Lean, `hmatch` is the first half. The converse derives `he` by contradiction from the divergence theorem and finishes with `tendsto_nhds_unique`.

```lean
/-- For exponentially bounded finite-size terms, the excess energy relative to a fixed bulk energy
`e'` converges to `L` exactly when `e'` is the bulk energy `e` of the slabs and `L` is twice the
surface energy. -/
theorem surfaceExcess_tendsto_iff {e g C r : ℝ} {d : ℕ → ℝ} (hr0 : 0 ≤ r) (hr1 : r < 1)
    (hd : ∀ N, |d N| ≤ C * r ^ N) (e' L : ℝ) :
    Tendsto (surfaceExcess (slabEnergy e g d) e') atTop (𝓝 L) ↔ e' = e ∧ L = 2 * g := by
  have hmatch : Tendsto (surfaceExcess (slabEnergy e g d) e) atTop (𝓝 (2 * g)) := by
    have hlim := (tendsto_pow_atTop_nhds_zero_of_lt_one hr0 hr1).const_mul C
    rw [mul_zero] at hlim
    rw [tendsto_iff_norm_sub_tendsto_zero]
    refine squeeze_zero (fun _ => norm_nonneg _) (fun N => ?_) hlim
    have h : surfaceExcess (slabEnergy e g d) e N - 2 * g = d N := by
      simp only [surfaceExcess, slabEnergy]
      ring
    rw [h, Real.norm_eq_abs]
    exact hd N
  constructor
  · intro h
    have he : e' = e := by
      by_contra hne
      exact not_tendsto_nhds_of_tendsto_atTop
        (surfaceExcess_diverges hr0 hr1 hd hne) _ h.abs
    subst he
    exact ⟨rfl, tendsto_nhds_unique h hmatch⟩
  · rintro ⟨rfl, rfl⟩
    exact hmatch
```

## (f) Freezing the increment at one thickness still makes the excess diverge

**Task.** Let \(d_N = A r^N\) with \(A \ne 0\) and \(0 < r < 1\). Choose one thickness \(M\) and use \(e' = E(M+1) - E(M)\) as the bulk energy for all slabs. Show that \(|S(N)| \to \infty\), whatever \(M\) was chosen.

**Solution.** The frozen increment is

\[
E(M+1) - E(M) = e + A r^{M+1} - A r^M = e + A r^M (r-1).
\]

None of the factors \(A\), \(r^M\) and \(r-1\) is zero, so \(e' \ne e\). The size term satisfies \(|A r^N| = |A| r^N\), so the assumed bound holds with \(C = |A|\), and (b) applies.

The mismatch per layer is \(|A| r^M (1-r)\). For \(A = 1\) eV, \(r = 1/2\) and \(M = 9\) it is about 1 meV, small but multiplied by \(N\) in the excess energy. In \(I(N)\) the increment is updated with the thickness, and its error shrinks faster than the number of layers grows. In this model, without numerical noise, a script that processes a series of slabs therefore avoids the divergence by recomputing the increment at each thickness instead of storing one value from an early slab.

The `let E := ...` in the Lean statement names the slab energy with this particular size term. The case \(M = 0\) is included, although it uses the formal value \(E(0)\); increments between actual slabs start at \(M = 1\). In the proof, `hd` supplies the bound with \(C = |A|\), `hinc` is the formula for the increment, and `hne` states that its deviation from \(e\) is not zero.

```lean
/-- If the finite-size term is `A r ^ N` with `A ≠ 0` and `0 < r < 1`, then freezing the bulk
energy at the increment between `M` and `M + 1` layers makes the excess energy diverge in
absolute value, for every `M`. -/
theorem frozen_increment_diverges (e g : ℝ) {A r : ℝ} (hA : A ≠ 0) (hr0 : 0 < r) (hr1 : r < 1)
    (M : ℕ) :
    let E := slabEnergy e g (fun N => A * r ^ N)
    Tendsto (fun N => |surfaceExcess E (E (M + 1) - E M) N|) atTop atTop := by
  intro E
  have hd : ∀ N : ℕ, |(fun N : ℕ => A * r ^ N) N| ≤ |A| * r ^ N := fun N => by
    show |A * r ^ N| ≤ |A| * r ^ N
    rw [abs_mul, abs_of_nonneg (pow_nonneg hr0.le N)]
  refine surfaceExcess_diverges hr0.le hr1 hd ?_
  -- the increment misses the bulk energy by a non-zero amount
  have hinc : E (M + 1) - E M = e + A * r ^ M * (r - 1) := by
    simp only [E, slabEnergy]
    push_cast
    ring
  have hne : A * r ^ M * (r - 1) ≠ 0 :=
    mul_ne_zero (mul_ne_zero hA (pow_ne_zero M hr0.ne')) (sub_ne_zero.mpr hr1.ne)
  intro h
  exact hne (by linarith)

end

end SlabSurfaceEnergy
```

```lean
#print axioms SlabSurfaceEnergy.fixed_diverges_and_incremental_converges
-- 'SlabSurfaceEnergy.fixed_diverges_and_incremental_converges' depends on axioms: [propext, Classical.choice, Quot.sound]
#print axioms SlabSurfaceEnergy.surfaceExcess_tendsto_iff
-- 'SlabSurfaceEnergy.surfaceExcess_tendsto_iff' depends on axioms: [propext, Classical.choice, Quot.sound]
#print axioms SlabSurfaceEnergy.frozen_increment_diverges
-- 'SlabSurfaceEnergy.frozen_increment_diverges' depends on axioms: [propext, Classical.choice, Quot.sound]
```
